# Commuting involutions with traceless nonempty products give a code projector of trace $d/2^k$

Take two commuting $d\times d$ matrices $S_1$ and $S_2$. Multiplying out gives

$$\frac{1+S_1}{2}\,\frac{1+S_2}{2}=\frac14\,(1+S_1+S_2+S_1S_2).$$

If $S_1$, $S_2$ and $S_1S_2$ are all traceless, only the identity contributes to the trace, which is $d/4$. I use the same count for $k$ stabilizer generators: each one halves the space, so the code has dimension $d/2^k$. Can this be made rigorous and machine-checked, with the independence condition spelled out?

## Only the identity contributes to the trace

Yes. Let $S_j$ be pairwise commuting complex matrices. For a finite set $T$ of labels, write $S_T=\prod_{j\in T}S_j$, with $S_\emptyset=1$, and $P_s=\prod_{j\in s}(1+S_j)/2$. The expansion is

$$P_s=2^{-|s|}\sum_{T\subseteq s}S_T .$$

It holds for $s=\emptyset$, where both sides are $1$. If it holds for $s$ and $a\notin s$, then

$$P_{s\cup\{a\}}=\frac{1+S_a}{2}\,P_s=2^{-|s|-1}\Big(\sum_{T\subseteq s}S_T+\sum_{T\subseteq s}S_{T\cup\{a\}}\Big),$$

and the two sums together run over all subsets of $s\cup\{a\}$. Now let $P$ be the product $P_s$ with $s$ the set of all $k$ labels. If $\operatorname{tr}S_T=0$ for every nonempty $T$, then $\operatorname{tr}P=2^{-k}\operatorname{tr}1=d/2^k$.

This has not used $S_j^2=1$. That assumption turns the trace into a dimension, because it gives

$$\Big(\frac{1+S_j}{2}\Big)^2=\frac{1+2S_j+S_j^2}{4}=\frac{1+S_j}{2}.$$

The factors commute, so $P^2=P$. Every vector splits as $v=Pv+(v-Pv)$, where $P$ acts as $1$ on the first part and as $0$ on the second. In a basis adapted to this splitting, the trace counts the dimension of the range, so $\operatorname{rank}P\cdot 2^k=d$.

For the Bell-pair generators $X\otimes X$ and $Z\otimes Z$, $d=4$ and $k=2$. Their product is $-Y\otimes Y$, so $P=\frac14(1+X\otimes X+Z\otimes Z-Y\otimes Y)$. Its diagonal is $(\frac12,0,0,\frac12)$ and its trace is $1$: it projects onto $(|00\rangle+|11\rangle)/\sqrt2$.

## Traceless generators alone are not enough

On one qubit, $Z$ and $-Z$ are commuting traceless involutions, but their product is $-1$. The projector is $0$, not an operator of trace $2/4$. For Pauli strings, the condition on products says that no nonempty product is a multiple of the identity: the generators are independent and impose no contradictory signs.

In the file, `n` labels the basis states and `ι` the generators, so $d$ is `Fintype.card n` and $k$ is `Fintype.card ι`. The hypothesis `h` is commutation, which makes the unordered product `Finset.noncommProd` well defined; `hind` is tracelessness of every nonempty product. `trace_codeProjector` needs only these two. `rank_codeProjector` adds `hinv`, the involution property, and is stated in natural numbers, without division.

Hermiticity is not assumed, so $P$ may be an oblique projector; for Pauli generators it is orthogonal. Everything is finite-dimensional. Suppose a qubit-encoded electronic Hamiltonian on $m$ qubits has $k$ exact, mutually commuting Pauli-string symmetries, each squaring to $1$, with no nonempty product a multiple of the identity. Then the count gives each joint symmetry sector dimension $2^{m-k}$, since changing the signs of generators preserves the hypotheses.

```lean
import Mathlib

open Matrix
open scoped Kronecker

namespace StabilizerCodeDimension

noncomputable section

variable {ι n : Type*} [DecidableEq ι] [Fintype n] [DecidableEq n]

/-- The product of the commuting generators `S j` with `j` in the subset `T`. -/
def stabilizerElement (S : ι → Matrix n n ℂ) (h : ∀ i j, Commute (S i) (S j))
    (T : Finset ι) : Matrix n n ℂ :=
  T.noncommProd S (fun i _ j _ _ => h i j)

/-- The operator `(1 + A) / 2`. -/
def plusProjector (A : Matrix n n ℂ) : Matrix n n ℂ := (1 / 2 : ℂ) • (1 + A)

/-- If two operators commute, so do `(1 + A) / 2` and `(1 + B) / 2`. -/
theorem plusProjector_commute {A B : Matrix n n ℂ} (h : Commute A B) :
    Commute (plusProjector A) (plusProjector B) := by
  have h1 : Commute (1 + A) (1 + B) :=
    Commute.add_left (Commute.one_left _) (Commute.add_right (Commute.one_right _) h)
  exact (h1.smul_left _).smul_right _

/-- The product of `(1 + S j) / 2` over the generators with `j` in `s`. -/
def codeProjector (S : ι → Matrix n n ℂ) (h : ∀ i j, Commute (S i) (S j))
    (s : Finset ι) : Matrix n n ℂ :=
  s.noncommProd (fun j => plusProjector (S j)) (fun i _ j _ _ => plusProjector_commute (h i j))

/-- Adding a new label `a` to `s` multiplies `codeProjector S h s` by `(1 + S a) / 2`. -/
theorem codeProjector_insert (S : ι → Matrix n n ℂ) (h : ∀ i j, Commute (S i) (S j))
    {a : ι} {s : Finset ι} (ha : a ∉ s) :
    codeProjector S h (insert a s) = plusProjector (S a) * codeProjector S h s :=
  Finset.noncommProd_insert_of_notMem _ _ _ _ ha

/-- The product of `(1 + S j) / 2` over `j` in `s` is the average, over all subsets `T` of `s`, of
the products of the generators with labels in `T`. -/
theorem codeProjector_expansion (S : ι → Matrix n n ℂ) (h : ∀ i j, Commute (S i) (S j))
    (s : Finset ι) : codeProjector S h s =
      (1 / 2 : ℂ) ^ s.card • ∑ T ∈ s.powerset, stabilizerElement S h T := by
  induction s using Finset.induction_on with
  | empty =>
    have h0 : codeProjector S h ∅ = 1 := Finset.noncommProd_empty _ _
    have h1 : stabilizerElement S h ∅ = 1 := Finset.noncommProd_empty _ _
    rw [h0, Finset.powerset_empty, Finset.sum_singleton, h1, Finset.card_empty, pow_zero,
      one_smul]
  | insert a s ha ih =>
    -- subsets containing the new generator carry one extra factor `S a`
    have hS : ∑ T ∈ s.powerset, stabilizerElement S h (insert a T) =
        S a * ∑ T ∈ s.powerset, stabilizerElement S h T := by
      rw [Finset.mul_sum]
      refine Finset.sum_congr rfl fun T hT => ?_
      exact Finset.noncommProd_insert_of_notMem _ _ _ _
        (fun hm => ha (Finset.mem_powerset.mp hT hm))
    rw [codeProjector_insert S h ha, ih, Finset.sum_powerset_insert ha,
      Finset.card_insert_of_notMem ha, hS, plusProjector, smul_mul_assoc, mul_smul_comm,
      smul_smul, add_mul, one_mul, pow_succ']

/-- If every product over a nonempty set of the `k` commuting generators is traceless, the product
of all the factors `(1 + S j) / 2` has trace `d / 2 ^ k`. -/
theorem trace_codeProjector [Fintype ι] (S : ι → Matrix n n ℂ)
    (h : ∀ i j, Commute (S i) (S j))
    (hind : ∀ T : Finset ι, T.Nonempty → trace (stabilizerElement S h T) = 0) :
    trace (codeProjector S h Finset.univ) = (Fintype.card n : ℂ) / 2 ^ Fintype.card ι := by
  -- only the identity contributes to the trace
  have key : ∑ T ∈ (Finset.univ : Finset ι).powerset, trace (stabilizerElement S h T)
      = (Fintype.card n : ℂ) := by
    rw [Finset.sum_eq_single ∅]
    · have h1 : stabilizerElement S h ∅ = 1 := Finset.noncommProd_empty _ _
      rw [h1, trace_one]
    · intro T _ hT
      exact hind T (Finset.nonempty_iff_ne_empty.mpr hT)
    · intro h0
      exact absurd (Finset.empty_mem_powerset _) h0
  rw [codeProjector_expansion, trace_smul, trace_sum, key, smul_eq_mul, Finset.card_univ,
    one_div, inv_pow, div_eq_mul_inv, mul_comm]

/-- For commuting involutions whose nonempty products are traceless, the rank of the code
projector times `2 ^ k` is the dimension `d` of the full space. -/
theorem rank_codeProjector [Fintype ι] (S : ι → Matrix n n ℂ)
    (h : ∀ i j, Commute (S i) (S j)) (hinv : ∀ j, S j * S j = 1)
    (hind : ∀ T : Finset ι, T.Nonempty → trace (stabilizerElement S h T) = 0) :
    (codeProjector S h Finset.univ).rank * 2 ^ Fintype.card ι = Fintype.card n := by
  have idem : ∀ s, codeProjector S h s * codeProjector S h s = codeProjector S h s := by
    intro s
    induction s using Finset.induction_on with
    | empty =>
      have h0 : codeProjector S h ∅ = 1 := Finset.noncommProd_empty _ _
      rw [h0, mul_one]
    | insert a s ha ih =>
      have hc : Commute (plusProjector (S a)) (codeProjector S h s) :=
        Finset.noncommProd_commute _ _ _ _ (fun j _ => plusProjector_commute (h a j))
      have hq : plusProjector (S a) * plusProjector (S a) = plusProjector (S a) := by
        have e : (1 + S a) * (1 + S a) = 1 + S a + S a + S a * S a := by noncomm_ring
        rw [plusProjector, smul_mul_assoc, mul_smul_comm, e, hinv]
        module
      rw [codeProjector_insert S h ha, hc.symm.mul_mul_mul_comm, hq, ih]
  -- the trace of an idempotent is the dimension of its range
  set P := codeProjector S h Finset.univ with hPdef
  have hp : LinearMap.IsProj (LinearMap.range P.mulVecLin) P.mulVecLin :=
    ⟨fun x => LinearMap.mem_range_self _ x, by
      rintro _ ⟨y, rfl⟩
      simp [Matrix.mulVec_mulVec, hPdef, idem]⟩
  have ht := hp.trace
  rw [LinearMap.trace_eq_matrix_trace ℂ (Pi.basisFun ℂ n), LinearMap.toMatrix_eq_toMatrix',
    ← Matrix.toLin'_apply', LinearMap.toMatrix'_toLin'] at ht
  have hr : (P.rank : ℂ) = trace P := ht.symm
  have h2 : (P.rank : ℂ) * 2 ^ Fintype.card ι = Fintype.card n := by
    rw [hr, hPdef, trace_codeProjector S h hind]
    exact div_mul_cancel₀ _ (pow_ne_zero _ two_ne_zero)
  exact_mod_cast h2

/-- The Pauli matrix `X`. -/
def pauliX : Matrix (Fin 2) (Fin 2) ℂ := !![0, 1; 1, 0]

/-- The Pauli matrix `Z`. -/
def pauliZ : Matrix (Fin 2) (Fin 2) ℂ := !![1, 0; 0, -1]

/-- The two-qubit operators `X ⊗ X` and `Z ⊗ Z`. -/
def bell : Fin 2 → Matrix (Fin 2 × Fin 2) (Fin 2 × Fin 2) ℂ :=
  ![pauliX ⊗ₖ pauliX, pauliZ ⊗ₖ pauliZ]

/-- The operators `X ⊗ X` and `Z ⊗ Z` commute. -/
theorem bell_commute (i j : Fin 2) : Commute (bell i) (bell j) := by
  have hc : Commute (pauliX ⊗ₖ pauliX) (pauliZ ⊗ₖ pauliZ) := by
    have h1 : pauliX * pauliZ = !![0, -1; 1, 0] := by simp [pauliX, pauliZ]
    have h2 : pauliZ * pauliX = !![0, 1; -1, 0] := by simp [pauliX, pauliZ]
    change _ * _ = _ * _
    rw [← mul_kronecker_mul, ← mul_kronecker_mul, h1, h2]
    -- the two signs from anticommutation cancel
    ext ⟨a, b⟩ ⟨c, d⟩
    fin_cases a <;> fin_cases b <;> fin_cases c <;> fin_cases d <;>
      simp [kroneckerMap_apply]
  revert i j
  exact Fin.forall_fin_two.2 ⟨Fin.forall_fin_two.2 ⟨Commute.refl _, hc⟩,
    Fin.forall_fin_two.2 ⟨hc.symm, Commute.refl _⟩⟩

/-- The operators `X ⊗ X` and `Z ⊗ Z` are involutions, and every product over a nonempty
subset of them is traceless. -/
theorem bell_witness : (∀ j, bell j * bell j = 1) ∧
    ∀ T : Finset (Fin 2), T.Nonempty → trace (stabilizerElement bell bell_commute T) = 0 := by
  have hX : pauliX * pauliX = 1 := by simp [pauliX, Matrix.one_fin_two]
  have hZ : pauliZ * pauliZ = 1 := by simp [pauliZ, Matrix.one_fin_two]
  refine ⟨Fin.forall_fin_two.2 ⟨?_, ?_⟩, fun T hT => ?_⟩
  · change (pauliX ⊗ₖ pauliX) * (pauliX ⊗ₖ pauliX) = 1
    rw [← mul_kronecker_mul, hX, one_kronecker_one]
  · change (pauliZ ⊗ₖ pauliZ) * (pauliZ ⊗ₖ pauliZ) = 1
    rw [← mul_kronecker_mul, hZ, one_kronecker_one]
  · have hcases : ∀ T : Finset (Fin 2), T.Nonempty →
        T = {0} ∨ T = {1} ∨ T = insert 0 {1} := by decide
    have h1 : ∀ a, stabilizerElement bell bell_commute {a} = bell a :=
      fun a => Finset.noncommProd_singleton _ _
    rcases hcases T hT with rfl | rfl | rfl
    · rw [h1]
      change trace (pauliX ⊗ₖ pauliX) = 0
      rw [trace_kronecker]
      simp [pauliX, trace_fin_two]
    · rw [h1]
      change trace (pauliZ ⊗ₖ pauliZ) = 0
      rw [trace_kronecker]
      simp [pauliZ, trace_fin_two]
    · have h2 : stabilizerElement bell bell_commute (insert 0 {1}) =
          bell 0 * stabilizerElement bell bell_commute {1} :=
        Finset.noncommProd_insert_of_notMem _ _ _ _ (by decide)
      rw [h2, h1]
      change trace ((pauliX ⊗ₖ pauliX) * (pauliZ ⊗ₖ pauliZ)) = 0
      rw [← mul_kronecker_mul, trace_kronecker]
      simp [pauliX, pauliZ, trace_fin_two]

end

end StabilizerCodeDimension
```

```lean
#print axioms StabilizerCodeDimension.rank_codeProjector
```

```
'StabilizerCodeDimension.rank_codeProjector' depends on axioms: [propext, Classical.choice, Quot.sound]
```

## How the Lean proof follows the expansion

`plusProjector_commute` makes the product of the factors $(1+S_j)/2$ well defined, and `codeProjector_insert` splits off one factor. `codeProjector_expansion` is the induction above: `Finset.sum_powerset_insert` separates subsets with and without the new label, and `hS` pulls out the extra `S a`. In `trace_codeProjector`, `Finset.sum_eq_single ∅` leaves only the identity.

In `rank_codeProjector`, `idem` proves $P_s^2=P_s$ by induction, with `hq` squaring one factor and `hc` allowing the regrouping. `LinearMap.IsProj` then records that $P$ fixes its range, and `hp.trace` equates trace and rank. The final cast returns the equation from complex to natural numbers.

`bell_commute` checks that the two anticommutation signs cancel. `bell_witness` verifies the involution property and the three nonempty products, so both theorems apply to the Bell pair.
